# Negative pivots of an inexact LDLᵀ factorisation count the eigenvalues below s to within a shift of ε

How many energy levels of a real symmetric Hamiltonian matrix A lie below an energy s? Spectrum slicing factorises A − s as L D Lᵀ, with D diagonal, and counts the negative entries of D. A computed factorisation generally does not reproduce A − s exactly, and the choice made here is to collect the whole discrepancy in one matrix E, of which only a norm bound ε is known. The number ε is an energy: it bounds how far the factorised matrix is from the intended one.

## The bracket and its derivation

Let A have m rows, and write A − s for A minus s times the identity. Assume

A − s = L D Lᵀ + E, with L invertible, D = diag(d), and ‖Ey‖ ≤ ε‖y‖ for every y,

in the Euclidean norm. Let ν(d) be the number of negative entries of d, and N(c) the number of eigenvalues of A below c, counted with multiplicity. The claim is

N(s − ε) ≤ ν(d) ≤ N(s + ε).

**Sums of squares.** Moving L across the dot product gives

xᵀ L D Lᵀ x = Σᵢ dᵢ ((Lᵀx)ᵢ)².

**Comparing two such forms.** Suppose that P is invertible and that, for every x,

xᵀ R diag(b) Rᵀ x ≤ xᵀ P diag(a) Pᵀ x.

Then ν(a) ≤ ν(b). To see this, assume ν(b) < ν(a) and impose on x the linear conditions

(Pᵀx)ᵢ = 0 where aᵢ ≥ 0, and (Rᵀx)ᵢ = 0 where bᵢ < 0.

There are m − ν(a) + ν(b) < m of them, so some x ≠ 0 satisfies them all. Since P is invertible, Pᵀx has a nonzero component j, and the first conditions force aⱼ < 0. The upper form is therefore negative at x. The lower form keeps only terms with bᵢ ≥ 0, so it is nonnegative, which contradicts the assumed inequality.

**Eigenvalues as weights.** With A = U diag(λ) Uᵀ and U orthogonal,

A − c = U diag(λ − c) Uᵀ,

so N(c) = ν(λ − c).

**The error.** By Cauchy–Schwarz,

|xᵀEx| ≤ ‖x‖ ‖Ex‖ ≤ ε xᵀx.

Since xᵀ L D Lᵀ x = xᵀ(A − s)x − xᵀEx, it follows that

xᵀ(A − (s + ε))x ≤ xᵀ L D Lᵀ x ≤ xᵀ(A − (s − ε))x.

The comparison applied to the left inequality gives ν(d) ≤ N(s + ε), and applied to the right one it gives N(s − ε) ≤ ν(d). Only the first of these uses the invertibility of L.

If no eigenvalue lies in [s − ε, s + ε), the outer counts agree and ν(d) = N(s). For a one-electron Hamiltonian whose matrix in a finite orthonormal basis is real symmetric, the bracket can check an eigensolver without assuming such a gap: if ν(d) eigenvalues, counted with multiplicity, are known to lie below s − ε, then no further eigenvalue lies below s − ε.

## A two-level example at two shifts

Take A with rows (2, 1) and (1, 2), whose eigenvalues are 1 and 3.

At s = 1.5 the matrix A − s has rows (0.5, 1) and (1, 0.5). With L having rows (1, 0) and (2, 1), the exact diagonal is (0.5, −1.5). Suppose that the second entry comes out as −1.4. Then E = diag(0, −0.1) and ε = 0.1. The interval [1.4, 1.6) contains no eigenvalue, and the single negative entry correctly reports one level below 1.5.

At s = 1 the matrix A − s has all entries 1. With L having rows (1, 0) and (1, 1), the exact diagonal is (1, 0). If the zero comes out as −0.1, then E = diag(0, 0.1) and again ε = 0.1. Now ν(d) = 1 although no eigenvalue lies below 1. The bracket still holds, since N(0.9) = 0 and N(1.1) = 1.

## The two counts and the factorisation in Lean

In the code `n` is the finite set of row labels, not a number.

```lean
import Mathlib

open Matrix

namespace InexactSpectrumSlicing

noncomputable section

variable {n : Type*} [Fintype n] [DecidableEq n]
```

The function `negCount` is ν: it filters the labels by the sign of the entry and takes the cardinality.

```lean
/-- The number of negative entries of a real diagonal `d`. -/
def negCount (d : n → ℝ) : ℕ := (Finset.univ.filter fun i => d i < 0).card
```

The function `eigCount` is N. Over the reals `IsHermitian` means symmetric, and `hA.eigenvalues` assigns one eigenvalue to each label, so a degenerate level is counted as often as it occurs.

```lean
/-- The number of eigenvalues of the symmetric matrix `A` below `c`, with multiplicity. -/
def eigCount {A : Matrix n n ℝ} (hA : A.IsHermitian) (c : ℝ) : ℕ :=
  (Finset.univ.filter fun i => hA.eigenvalues i < c).card
```

The structure `InexactLDL` gathers the three assumptions. Contrary to the usual meaning of the letter, `L` need not be triangular, so row permutations from pivoting can be absorbed into it. A factorisation with 2×2 blocks in D fits once the blocks have been diagonalised and their rotations moved into `L`. The wrapper `WithLp.toLp 2` selects the Euclidean norm, because plain functions carry the maximum norm in Mathlib.

The bound `residual` is assumed. To apply the result to a floating-point factorisation, one must obtain a valid ε from an error analysis or from a bound on the residual A − s − L D Lᵀ that also covers the rounding errors made in computing it. The theorem is stated for the standard eigenvalue problem. For a generalised problem with a positive definite overlap matrix S one can also factorise A − sS directly, but an error bracket for that case is not stated here.

```lean
/-- An inexact factorisation `A - s = L D Lᵀ + E` with `L` invertible, `D` diagonal with
entries `d`, and an error `E` obeying `‖E y‖ ≤ ε ‖y‖` in the Euclidean norm. -/
structure InexactLDL (A L E : Matrix n n ℝ) (d : n → ℝ) (s ε : ℝ) : Prop where
  invertible : IsUnit L
  factor : A - s • (1 : Matrix n n ℝ) = L * diagonal d * Lᵀ + E
  residual : ∀ y : n → ℝ, ‖(WithLp.toLp 2 (E *ᵥ y) : EuclideanSpace ℝ n)‖
    ≤ ε * ‖(WithLp.toLp 2 y : EuclideanSpace ℝ n)‖
```

## Comparing negative weights by counting dimensions

The first lemma is the sum-of-squares identity, with `*ᵥ` for matrix times vector and `⬝ᵥ` for the dot product.

```lean
/-- The quadratic form of `L D Lᵀ` is a sum of squares weighted by the entries of `D`. -/
theorem form_eq_sum (L : Matrix n n ℝ) (d x : n → ℝ) :
    x ⬝ᵥ (L * diagonal d * Lᵀ) *ᵥ x = ∑ i, d i * ((Lᵀ *ᵥ x) i) ^ 2 := by
  rw [← Matrix.mulVec_mulVec, ← Matrix.mulVec_mulVec, Matrix.dotProduct_mulVec,
    ← Matrix.mulVec_transpose]
  simp only [dotProduct, Matrix.mulVec_diagonal]
  exact Finset.sum_congr rfl fun i _ => by ring
```

In the comparison lemma, the linear map `f` sends x to the components that are to vanish. Its target has smaller dimension than its domain, so it is not injective, and a nonzero `x` with `f x = 0` exists. The facts `ha` and `hb` read off the two groups of conditions. A right inverse of `P`, transposed, shows `Pᵀ *ᵥ x ≠ 0`. Then `hneg` and `hpos` give the signs of the two sums, and `linarith` finds the contradiction with `h x`.

```lean
/-- Comparison of inertia: if the form of `R diag(b) Rᵀ` lies below that of `P diag(a) Pᵀ`
and `P` is invertible, then `b` has at least as many negative entries as `a`. -/
theorem negCount_le_of_form_le {P R : Matrix n n ℝ} {a b : n → ℝ} (hP : IsUnit P)
    (h : ∀ x, x ⬝ᵥ (R * diagonal b * Rᵀ) *ᵥ x ≤ x ⬝ᵥ (P * diagonal a * Pᵀ) *ᵥ x) :
    negCount a ≤ negCount b := by
  by_contra hlt
  -- fewer linear constraints than dimensions
  let f : (n → ℝ) →ₗ[ℝ] ({i // ¬ a i < 0} → ℝ) × ({i // b i < 0} → ℝ) :=
    LinearMap.prod ((LinearMap.funLeft ℝ ℝ Subtype.val).comp Pᵀ.mulVecLin)
      ((LinearMap.funLeft ℝ ℝ Subtype.val).comp Rᵀ.mulVecLin)
  have hf : ¬ Function.Injective f := fun hi => by
    have h0 := LinearMap.finrank_le_finrank_of_injective hi
    rw [Module.finrank_prod, Module.finrank_fintype_fun_eq_card,
      Module.finrank_fintype_fun_eq_card, Module.finrank_fintype_fun_eq_card] at h0
    have e1 : Fintype.card {i // ¬ a i < 0} = Fintype.card n - negCount a := by
      rw [Fintype.card_subtype_compl, Fintype.card_subtype]
      rfl
    have e2 : Fintype.card {i // b i < 0} = negCount b := Fintype.card_subtype _
    have e3 : negCount a ≤ Fintype.card n := Finset.card_le_univ _
    omega
  obtain ⟨x, hfx, hx0⟩ : ∃ x, f x = 0 ∧ x ≠ 0 := by
    by_contra hc
    exact hf (LinearMap.ker_eq_bot.mp (LinearMap.ker_eq_bot'.mpr fun m hm =>
      by_contra fun h0 => hc ⟨m, hm, h0⟩))
  have ha : ∀ i, ¬ a i < 0 → (Pᵀ *ᵥ x) i = 0 := fun i hi =>
    congrFun (congrArg Prod.fst hfx) ⟨i, hi⟩
  have hb : ∀ i, b i < 0 → (Rᵀ *ᵥ x) i = 0 := fun i hi =>
    congrFun (congrArg Prod.snd hfx) ⟨i, hi⟩
  have hne : Pᵀ *ᵥ x ≠ 0 := by
    intro h0
    obtain ⟨Q, hQ⟩ := hP.exists_right_inv
    apply hx0
    calc x = (Qᵀ * Pᵀ) *ᵥ x := by
          rw [← Matrix.transpose_mul, hQ, Matrix.transpose_one, Matrix.one_mulVec]
      _ = 0 := by rw [← Matrix.mulVec_mulVec, h0, Matrix.mulVec_zero]
  obtain ⟨j, hj⟩ := Function.ne_iff.mp hne
  have hj' : (Pᵀ *ᵥ x) j ≠ 0 := hj
  have haj : a j < 0 := by_contra fun h0 => hj' (ha j h0)
  -- the upper form is negative at x, the lower one is not
  have hneg : ∑ i, a i * ((Pᵀ *ᵥ x) i) ^ 2 < ∑ _i : n, (0 : ℝ) := by
    refine Finset.sum_lt_sum (fun i _ => ?_)
      ⟨j, Finset.mem_univ j, mul_neg_of_neg_of_pos haj (by positivity)⟩
    by_cases hi : a i < 0
    · exact mul_nonpos_of_nonpos_of_nonneg hi.le (sq_nonneg _)
    · simp [ha i hi]
  have hpos : 0 ≤ ∑ i, b i * ((Rᵀ *ᵥ x) i) ^ 2 := by
    refine Finset.sum_nonneg fun i _ => ?_
    by_cases hi : b i < 0
    · simp [hb i hi]
    · exact mul_nonneg (not_lt.mp hi) (sq_nonneg _)
  have hx := h x
  rw [form_eq_sum, form_eq_sum] at hx
  rw [Finset.sum_const_zero] at hneg
  linarith
```

## Shifted eigenvalues and the size of the error

The next lemma takes the columns of `U` from Mathlib's orthonormal eigenvectors. The eigenvalue equations, read column by column, give `A * U = U * diagonal hA.eigenvalues`. Multiplying by Uᵀ and subtracting c times the identity gives the shifted formula, with the same `U` for every `c`.

```lean
/-- One orthogonal matrix `U` diagonalises all shifts `A - c` of a symmetric matrix `A`. -/
theorem shifted_spectral {A : Matrix n n ℝ} (hA : A.IsHermitian) :
    ∃ U : Matrix n n ℝ, U * Uᵀ = 1 ∧ ∀ c : ℝ, A - c • (1 : Matrix n n ℝ) =
      U * diagonal (fun i => hA.eigenvalues i - c) * Uᵀ := by
  obtain ⟨U, h1, h2⟩ : ∃ U : Matrix n n ℝ, U * Uᵀ = 1 ∧
      A * U = U * diagonal hA.eigenvalues := by
    refine ⟨(hA.eigenvectorUnitary : Matrix n n ℝ), ?_, ?_⟩
    · have h := Matrix.mem_unitaryGroup_iff.mp hA.eigenvectorUnitary.2
      rwa [Matrix.star_eq_conjTranspose, Matrix.conjTranspose_eq_transpose_of_trivial] at h
    · ext i j
      have h := congrFun (hA.mulVec_eigenvectorBasis j) i
      simp only [Matrix.mulVec, dotProduct, Pi.smul_apply, smul_eq_mul] at h
      rw [Matrix.mul_diagonal, Matrix.mul_apply, mul_comm (_ : ℝ) (hA.eigenvalues j)]
      exact h
  refine ⟨U, h1, fun c => ?_⟩
  have hd : diagonal (fun i => hA.eigenvalues i - c) =
      diagonal hA.eigenvalues - c • (1 : Matrix n n ℝ) := by
    ext i j
    rcases eq_or_ne i j with rfl | h
    · simp
    · simp [h]
  rw [hd, mul_sub, sub_mul, mul_smul_comm, mul_one, smul_mul_assoc, h1, ← h2, mul_assoc, h1,
    mul_one]
```

The error estimate rewrites dot products as Euclidean inner products, applies Cauchy–Schwarz through `abs_real_inner_le_norm`, and then inserts the assumed bound.

```lean
omit [DecidableEq n] in
/-- An error with `‖E y‖ ≤ ε ‖y‖` changes the quadratic form by at most `ε` times `y · y`. -/
theorem abs_form_le {E : Matrix n n ℝ} {ε : ℝ}
    (hE : ∀ y : n → ℝ, ‖(WithLp.toLp 2 (E *ᵥ y) : EuclideanSpace ℝ n)‖
      ≤ ε * ‖(WithLp.toLp 2 y : EuclideanSpace ℝ n)‖) (y : n → ℝ) :
    |y ⬝ᵥ E *ᵥ y| ≤ ε * (y ⬝ᵥ y) := by
  have inn : ∀ u v : n → ℝ, inner ℝ (WithLp.toLp 2 u : EuclideanSpace ℝ n)
      (WithLp.toLp 2 v) = u ⬝ᵥ v := by
    intro u v
    simp [PiLp.inner_apply, dotProduct, mul_comm]
  rw [← inn, ← inn, real_inner_self_eq_norm_sq]
  refine (abs_real_inner_le_norm _ _).trans ?_
  have h := mul_le_mul_of_nonneg_left (hE y)
    (norm_nonneg (WithLp.toLp 2 y : EuclideanSpace ℝ n))
  linarith
```

## The bracket at s − ε and s + ε

The main theorem states both inequalities of the claim. In its proof, `hc` turns eigenvalue counts into counts of negative weights, `hs` expands the form of a shifted matrix, and `hf` splits the form of A − s into its factorised part and its error. Each half then calls the comparison lemma, first with `U` as the invertible factor of the upper form and then with `L`. The two sides of the absolute-value bound supply the required inequalities.

```lean
/-- Inexact spectrum slicing: for symmetric `A` with `A - s = L D Lᵀ + E`, `L` invertible, `D`
diagonal and `‖E y‖ ≤ ε ‖y‖`, the number of negative entries of `D` lies between the numbers
of eigenvalues of `A`, with multiplicity, below `s - ε` and below `s + ε`. -/
theorem inexact_slicing {A L E : Matrix n n ℝ} {d : n → ℝ} {s ε : ℝ} (hA : A.IsHermitian)
    (h : InexactLDL A L E d s ε) :
    eigCount hA (s - ε) ≤ negCount d ∧ negCount d ≤ eigCount hA (s + ε) := by
  obtain ⟨U, hU, hS⟩ := shifted_spectral hA
  have hUu : IsUnit U := ⟨⟨U, Uᵀ, hU, mul_eq_one_comm.mp hU⟩, rfl⟩
  have hc : ∀ c, eigCount hA c = negCount (fun i => hA.eigenvalues i - c) := by
    intro c
    unfold eigCount negCount
    congr 1
    ext i
    simp [sub_neg]
  have hs : ∀ (c : ℝ) (x : n → ℝ), x ⬝ᵥ (A - c • (1 : Matrix n n ℝ)) *ᵥ x =
      x ⬝ᵥ A *ᵥ x - c * (x ⬝ᵥ x) := by
    intro c x
    rw [Matrix.sub_mulVec, Matrix.smul_mulVec, Matrix.one_mulVec, dotProduct_sub,
      dotProduct_smul, smul_eq_mul]
  have hf : ∀ x : n → ℝ, x ⬝ᵥ A *ᵥ x - s * (x ⬝ᵥ x) =
      x ⬝ᵥ (L * diagonal d * Lᵀ) *ᵥ x + x ⬝ᵥ E *ᵥ x := by
    intro x
    rw [← hs, h.factor, Matrix.add_mulVec, dotProduct_add]
  rw [hc, hc]
  constructor
  · refine negCount_le_of_form_le (R := L) hUu fun x => ?_
    rw [← hS, hs]
    linarith [hf x, (abs_le.mp (abs_form_le h.residual x)).1]
  · refine negCount_le_of_form_le (R := U) h.invertible fun x => ?_
    rw [← hS, hs]
    linarith [hf x, (abs_le.mp (abs_form_le h.residual x)).2]
```

The corollary assumes through `hgap` that each eigenvalue is either below s − ε or at least s + ε. No sign of ε is assumed: when there is at least one row, applying the error estimate to a unit vector gives ε ≥ 0, which is `hε`. The inequalities `e1` and `e2` then show that moving the threshold across the gap does not change the count.

```lean
/-- For symmetric `A` with an inexact factorisation `InexactLDL A L E d s ε`: if no eigenvalue of
`A` lies in `[s - ε, s + ε)`, the number of negative entries of `d` equals the number of eigenvalues
of `A` below `s`, with multiplicity. -/
theorem exact_count_of_gap {A L E : Matrix n n ℝ} {d : n → ℝ} {s ε : ℝ} (hA : A.IsHermitian)
    (h : InexactLDL A L E d s ε)
    (hgap : ∀ i, hA.eigenvalues i < s - ε ∨ s + ε ≤ hA.eigenvalues i) :
    negCount d = eigCount hA s := by
  have hε : ∀ _i : n, 0 ≤ ε := by
    intro i
    have h0 := (abs_nonneg _).trans (abs_form_le h.residual (Pi.single i 1))
    have e : (Pi.single i 1 : n → ℝ) ⬝ᵥ Pi.single i 1 = 1 := by simp
    rwa [e, mul_one] at h0
  obtain ⟨h1, h2⟩ := inexact_slicing hA h
  -- across the gap all three thresholds select the same eigenvalues
  have e1 : eigCount hA (s + ε) ≤ eigCount hA s := by
    refine Finset.card_le_card fun i hi => ?_
    have hi' := (Finset.mem_filter.mp hi).2
    refine Finset.mem_filter.mpr ⟨Finset.mem_univ i, ?_⟩
    rcases hgap i with h3 | h3 <;> linarith [hε i]
  have e2 : eigCount hA s ≤ eigCount hA (s - ε) := by
    refine Finset.card_le_card fun i hi => ?_
    have hi' := (Finset.mem_filter.mp hi).2
    refine Finset.mem_filter.mpr ⟨Finset.mem_univ i, ?_⟩
    rcases hgap i with h3 | h3 <;> linarith [hε i]
  omega
```

## Multiples of the identity as extreme cases

The last lemma provides explicit factorisations: the matrix c times the identity, with c = s + q + t and |t| ≤ ε, has `L = 1`, all diagonal entries q, and error t times the identity.

Two choices show that neither threshold can be moved towards s when there is at least one row and ε > 0. For q = 0 and t = −ε, every eigenvalue equals s − ε and D has no negative entry, so a lower threshold above s − ε would count all m eigenvalues against ν(d) = 0. For q = −δ with δ > 0 and t = ε, every eigenvalue equals s + ε − δ and all m entries of D are negative, while an upper threshold of s + ε − δ would count none. The lemma certifies the factorisations; the comparison of counts in this paragraph is an informal argument.

```lean
/-- If `c = s + q + t` and `|t| ≤ ε`, then `c` times the identity has an inexact factorisation
at shift `s` with `L = 1`, all diagonal entries `q`, and error `t` times the identity. -/
theorem inexactLDL_witness {c s q t ε : ℝ} (hc : c = s + q + t) (ht : |t| ≤ ε) :
    InexactLDL (c • (1 : Matrix n n ℝ)) 1 (t • 1) (fun _ => q) s ε := by
  refine ⟨isUnit_one, ?_, fun y => ?_⟩
  · subst hc
    rw [Matrix.transpose_one, one_mul, mul_one]
    ext i j
    rcases eq_or_ne i j with rfl | h
    · simp only [Matrix.sub_apply, Matrix.add_apply, Matrix.smul_apply, Matrix.one_apply_eq,
        Matrix.diagonal_apply_eq, smul_eq_mul]
      ring
    · simp [h]
  · have e : (WithLp.toLp 2 ((t • (1 : Matrix n n ℝ)) *ᵥ y) : EuclideanSpace ℝ n) =
        t • WithLp.toLp 2 y := by
      ext i
      simp [Matrix.smul_mulVec]
    rw [e, norm_smul, Real.norm_eq_abs]
    exact mul_le_mul_of_nonneg_right ht (norm_nonneg _)


end

end InexactSpectrumSlicing
```

```lean
#print axioms InexactSpectrumSlicing.exact_count_of_gap
```

```
'InexactSpectrumSlicing.exact_count_of_gap' depends on axioms: [propext, Classical.choice, Quot.sound]
```
